# Pulay's force formula for a density with DSD = D and FDS = SDF

Move an atom, differentiate only the integrals in the Hartree–Fock energy, and the slope is in general wrong when the basis functions move with the atom. Their overlap changes, and the density matrix must change with it. Differentiating the density directly would mean solving response equations for every nuclear coordinate. For a converged density and a linear, trace-symmetric mean field, a term in the overlap derivative replaces that work.

Let $s$ be a nuclear coordinate and $t$ the geometry of interest. In a finite basis of spin orbitals, $h$ is the one-electron matrix, $S$ the overlap, $D$ the density matrix and $G$ the linear map from a density to its Coulomb and exchange field. With $F=h+G(D)$ and

$$E=\operatorname{tr}(hD)+\tfrac12\operatorname{tr}(G(D)D),$$

the result at $t$, for integrals and a density differentiable there, with $DSD=D$ at every geometry and $FDS=SDF$ at $t$, is

$$E'=\operatorname{tr}(h'D)+\tfrac12\operatorname{tr}(G'(D)D)-\operatorname{tr}(DFD\,S').$$

Here $G'$ differentiates only the two-electron integrals, not the density. For fixed $G$ the middle term vanishes. The physical force is $-E'$, with nuclear repulsion added separately.

In Lean 4 with Mathlib:

```lean
import Mathlib

open Matrix

namespace PulayForce

noncomputable section

variable {n : Type*} [Fintype n]

/-- The matrix function `A` has the derivative `A'` at `t`, entry by entry. -/
def HasMatDerivAt (A : ℝ → Matrix n n ℝ) (A' : Matrix n n ℝ) (t : ℝ) : Prop :=
  ∀ i j, HasDerivAt (fun s => A s i j) (A' i j) t

/-- The mean-field energy `tr(hD) + tr(G(D)D)/2`. -/
def energy (h : Matrix n n ℝ) (G : Matrix n n ℝ →ₗ[ℝ] Matrix n n ℝ)
    (D : Matrix n n ℝ) : ℝ :=
  (h * D).trace + (G D * D).trace / 2

/-- The Fock matrix `F = h + G(D)`. -/
def fock (h : Matrix n n ℝ) (G : Matrix n n ℝ →ₗ[ℝ] Matrix n n ℝ)
    (D : Matrix n n ℝ) : Matrix n n ℝ :=
  h + G D

/-- The SCF residual `FDS - SDF`. -/
def residual (F D S : Matrix n n ℝ) : Matrix n n ℝ :=
  F * D * S - S * D * F
```

`HasMatDerivAt A A' t` says that every entry of `A` has the corresponding entry of `A'` as its derivative at `t`. Matrices are real and indexed by a finite type `n`; the force theorems don't need them to be symmetric. The normalisation is that of spin orbitals. For a closed shell, let $D$ be the spatial density matrix of one spin and $G(D)=2J(D)-K(D)$, with $J(D)$ and $K(D)$ its Coulomb and exchange matrices; `energy` is then half the electronic energy. Nonlinear exchange-correlation functionals don't fit this $G$.

## Integrals and density that vary smoothly

The hypotheses `hh`, `hS`, `hD` and `hG` say that the integrals and the density have derivatives at $t$. The density response $D'$ must therefore exist, although its value is not needed in the end. By hand, the product rule gives

$$E'=\operatorname{tr}(h'D)+\operatorname{tr}(hD')+\tfrac12\operatorname{tr}\big(G'(D)D+G(D')D+G(D)D'\big).$$

```lean
variable {t : ℝ} {h S D : ℝ → Matrix n n ℝ} {h' S' D' : Matrix n n ℝ}
  {G : ℝ → Matrix n n ℝ →ₗ[ℝ] Matrix n n ℝ} {G' : Matrix n n ℝ →ₗ[ℝ] Matrix n n ℝ}

/-- The product rule for differentiable matrix functions, with the order of factors kept. -/
theorem HasMatDerivAt.mul {A B : ℝ → Matrix n n ℝ} {A' B' : Matrix n n ℝ}
    (hA : HasMatDerivAt A A' t) (hB : HasMatDerivAt B B' t) :
    HasMatDerivAt (fun s => A s * B s) (A' * B t + A t * B') t := by
  intro i j
  simp only [Matrix.mul_apply, Matrix.add_apply, ← Finset.sum_add_distrib]
  exact HasDerivAt.fun_sum fun k _ => (hA i k).fun_mul (hB k j)

/-- The derivative of the trace is the trace of the derivative. -/
theorem HasMatDerivAt.trace {A : ℝ → Matrix n n ℝ} {A' : Matrix n n ℝ}
    (hA : HasMatDerivAt A A' t) : HasDerivAt (fun s => (A s).trace) A'.trace t := by
  simp only [Matrix.trace, Matrix.diag_apply]
  exact HasDerivAt.fun_sum fun i _ => hA i i

/-- The mean field `G(D)` changes through the two-electron integrals and through the
density: its derivative is `G'(D) + G(D')`. -/
theorem meanField_deriv (hG : ∀ X, HasMatDerivAt (fun s => G s X) (G' X) t)
    (hD : HasMatDerivAt D D' t) :
    HasMatDerivAt (fun s => G s (D s)) (G' (D t) + G t D') t := by
  classical
  -- expand the argument of a linear map in matrix units
  have key : ∀ (L : Matrix n n ℝ →ₗ[ℝ] Matrix n n ℝ) (X : Matrix n n ℝ) (i j : n),
      L X i j = ∑ k, ∑ l, X k l * L (Matrix.single k l 1) i j := by
    intro L X i j
    conv_lhs => rw [Matrix.matrix_eq_sum_single X]
    simp only [map_sum, Matrix.sum_apply]
    refine Finset.sum_congr rfl fun k _ => Finset.sum_congr rfl fun l _ => ?_
    have hs : Matrix.single k l (X k l) = X k l • Matrix.single k l (1 : ℝ) := by
      rw [Matrix.smul_single, smul_eq_mul, mul_one]
    rw [hs, map_smul, Matrix.smul_apply, smul_eq_mul]
  intro i j
  have e : (fun s => G s (D s) i j) =
      fun s => ∑ k, ∑ l, D s k l * G s (Matrix.single k l 1) i j :=
    funext fun s => key _ _ i j
  have d : HasDerivAt (fun s => ∑ k, ∑ l, D s k l * G s (Matrix.single k l 1) i j)
      (∑ k, ∑ l, (D' k l * G t (Matrix.single k l 1) i j
        + D t k l * G' (Matrix.single k l 1) i j)) t :=
    HasDerivAt.fun_sum fun k _ => HasDerivAt.fun_sum fun l _ =>
      (hD k l).fun_mul (hG (Matrix.single k l 1) i j)
  rw [← e] at d
  refine d.congr_deriv ?_
  rw [Matrix.add_apply, key G' (D t) i j, key (G t) D' i j]
  simp only [Finset.sum_add_distrib]
  exact add_comm _ _
```

The first two lemmas are the product and trace rules. For the third, write $G(D)=\sum_{kl}D_{kl}G(e_{kl})$, where $e_{kl}$ has a single entry 1. Differentiating each product gives $G'(D)+G(D')$; `key` is this expansion.

If $D$ may jump, the derivative can fail to exist. With $S=1$, $G=0$ and $h=\mathrm{diag}(0,1)$, let $D$ switch from $\mathrm{diag}(1,0)$ to $\mathrm{diag}(0,1)$ at $t$: $E$ jumps by 1, though both densities commute with $h$.

## Whole electrons in orthonormal orbitals at every geometry

The condition `idem` is $DSD=D$ for all $s$. For symmetric $D$ and positive definite $S$ it says that $D$ describes fully occupied orbitals, orthonormal in the moving overlap. Its derivative is

$$D'=D'SD+DS'D+DSD'.$$

Multiply by $DS$ on the left and $SD$ on the right, and use $DSD=D$:

$$DSD'SD=2\,DSD'SD+DS'D,\qquad\text{so}\qquad DSD'SD=-DS'D.$$

The overlap thus fixes the occupied–occupied part of the response. Two traces follow by cyclicity:

$$\operatorname{tr}(FD')=\operatorname{tr}(SDFD')+\operatorname{tr}(DFDS')+\operatorname{tr}(FDSD'),$$
$$\operatorname{tr}(SDFDSD')=\operatorname{tr}(F\,DSD'SD)=-\operatorname{tr}(DFDS').$$

With the residual $R=FDS-SDF$,

$$RDS-SDR=FDS+SDF-2\,SDFDS.$$

Taking the trace of this against $D'$ and inserting the two identities gives

$$\operatorname{tr}(FD')=-\operatorname{tr}(DFDS')+\operatorname{tr}\big((RDS-SDR)D'\big).$$

```lean
/-- If `D` and `S` are differentiable at `t` and `DSD = D` along the whole path, the density
response obeys `D' = D'SD + DS'D + DSD'`. -/
theorem idempotency_deriv (hD : HasMatDerivAt D D' t) (hS : HasMatDerivAt S S' t)
    (idem : ∀ s, D s * S s * D s = D s) :
    D' = D' * S t * D t + D t * S' * D t + D t * S t * D' := by
  have p := (hD.mul hS).mul hD
  have q : HasMatDerivAt (fun s => D s * S s * D s) D' t := by
    simpa only [idem] using hD
  calc D' = (D' * S t + D t * S') * D t + D t * S t * D' :=
        Matrix.ext fun i j => (q i j).unique (p i j)
    _ = _ := by simp only [Matrix.add_mul]

/-- For `DSD = D` and a response `D'` obeying the differentiated constraint, `tr(FD')` is
`-tr(DFD S')` plus a term linear in the SCF residual. -/
theorem trace_response {F D S D' S' : Matrix n n ℝ} (idem : D * S * D = D)
    (hd : D' = D' * S * D + D * S' * D + D * S * D') :
    (F * D').trace = -(D * F * D * S').trace
      + ((residual F D S * D * S - S * D * residual F D S) * D').trace := by
  -- the occupied-occupied block of the response is fixed by the overlap
  have occ : D * S * D' * S * D = -(D * S' * D) := by
    have h1 : D * S * D' * S * D = D * S * D' * S * (D * S * D)
        + (D * S * D) * S' * (D * S * D) + (D * S * D) * S * D' * S * D := by
      calc D * S * D' * S * D
          = D * S * (D' * S * D + D * S' * D + D * S * D') * S * D := by rw [← hd]
        _ = _ := by noncomm_ring
    rw [idem] at h1
    linear_combination (norm := noncomm_ring) -h1
  have e1 : (F * D').trace = (S * D * F * D').trace + (D * F * D * S').trace
      + (F * D * S * D').trace := by
    calc (F * D').trace = (F * (D' * S * D + D * S' * D + D * S * D')).trace := by rw [← hd]
      _ = (F * D' * (S * D)).trace + (F * D * S' * D).trace + (F * D * S * D').trace := by
        simp only [Matrix.mul_add, Matrix.trace_add, Matrix.mul_assoc]
      _ = _ := by
        rw [Matrix.trace_mul_comm (F * D') (S * D), Matrix.trace_mul_comm (F * D * S') D]
        simp only [Matrix.mul_assoc]
  have e2 : (S * D * F * D * S * D').trace = -(D * F * D * S').trace := by
    calc (S * D * F * D * S * D').trace = ((S * D) * (F * D * S * D')).trace := by
          simp only [Matrix.mul_assoc]
      _ = (F * (D * S * D' * S * D)).trace := by
        rw [Matrix.trace_mul_comm (S * D) (F * D * S * D')]
        simp only [Matrix.mul_assoc]
      _ = -((F * D * S') * D).trace := by
        rw [occ, Matrix.mul_neg, Matrix.trace_neg]
        simp only [Matrix.mul_assoc]
      _ = _ := by
        rw [Matrix.trace_mul_comm (F * D * S') D]
        simp only [Matrix.mul_assoc]
  have e3 : residual F D S * D * S - S * D * residual F D S
      = F * D * S + S * D * F - S * D * F * D * S - S * D * F * D * S := by
    calc _ = F * (D * S * D) * S + S * (D * S * D) * F
          - S * D * F * D * S - S * D * F * D * S := by
          unfold residual
          noncomm_ring
      _ = _ := by rw [idem]
  rw [e3]
  simp only [Matrix.add_mul, Matrix.sub_mul, Matrix.trace_add, Matrix.trace_sub]
  linarith [e1, e2]
```

`idempotency_deriv` compares two derivatives of the same function and uses their uniqueness. In `trace_response`, `occ` is the sandwiched identity, `e1` and `e2` are the two traces, and `e3` expands the residual. `noncomm_ring` does the algebra without commuting matrices, and `linarith` combines the traces.

Imposing the condition at $t$ alone is too weak. For $1\times1$ matrices with $h=S=1$, $G=0$ and $D(s)=s$, it holds at $t=1$, yet $E'=1$ while the formula gives 0. The electron number is changing.

## A mean field with symmetric interactions

The hypothesis `sym`, $\operatorname{tr}(G(X)Y)=\operatorname{tr}(XG(Y))$, says that density $X$ acts on $Y$ as $Y$ acts on $X$. It makes $\operatorname{tr}(G(D')D)=\operatorname{tr}(G(D)D')$, so the halves combine:

$$E'=\operatorname{tr}(h'D)+\tfrac12\operatorname{tr}(G'(D)D)+\operatorname{tr}(FD').$$

```lean
/-- Energy derivative when `h`, `S`, `D` and `G` are differentiable at `t`, `DSD = D` along the path
and `G` is trace-symmetric at `t`, converged or not: the density response enters only multiplied by
the SCF residual. -/
theorem energy_deriv_unconverged (hh : HasMatDerivAt h h' t) (hS : HasMatDerivAt S S' t)
    (hD : HasMatDerivAt D D' t) (hG : ∀ X, HasMatDerivAt (fun s => G s X) (G' X) t)
    (sym : ∀ X Y, (G t X * Y).trace = (X * G t Y).trace)
    (idem : ∀ s, D s * S s * D s = D s) :
    HasDerivAt (fun s => energy (h s) (G s) (D s))
      ((h' * D t).trace + (G' (D t) * D t).trace / 2
        - (D t * fock (h t) (G t) (D t) * D t * S').trace
        + ((residual (fock (h t) (G t) (D t)) (D t) (S t) * D t * S t
          - S t * D t * residual (fock (h t) (G t) (D t)) (D t) (S t)) * D').trace) t := by
  have e := (hh.mul hD).trace.fun_add
    ((((meanField_deriv hG hD).mul hD).trace).div_const 2)
  have hr := trace_response (F := fock (h t) (G t) (D t)) (idem t)
    (idempotency_deriv hD hS idem)
  -- trace symmetry merges the two response terms of the mean field
  have hs := sym D' (D t)
  rw [Matrix.trace_mul_comm D' (G t (D t))] at hs
  have hf : (fock (h t) (G t) (D t) * D').trace
      = (h t * D').trace + (G t (D t) * D').trace := by
    simp only [fock, Matrix.add_mul, Matrix.trace_add]
  unfold energy
  refine e.congr_deriv ?_
  simp only [Matrix.add_mul, Matrix.trace_add]
  linarith
```

Here `hs` merges the response terms and `hr` inserts the trace identity. The theorem also holds away from convergence, where $D'$ remains, multiplied by the residual.

Without symmetry the formula can fail. Take $h=0$, $S=1$, $G(X)=X_{12}\,\mathrm{diag}(1,0)$ and $D$ the projector on $(\cos s,\sin s)$. At $t=0$, $F=0$ and the formula gives 0, but $E=\tfrac12\cos^3 s\,\sin s$ has slope $\tfrac12$.

## Self-consistency at the geometry of interest

The condition `scf`, $FDS=SDF$ at $t$, is SCF stationarity; it need not mean an energy minimum. It sets $R=0$ and removes the last term containing $D'$.

```lean
/-- Pulay force formula with moving two-electron integrals: if `h`, `S`, `D` and `G` are
differentiable at `t`, `DSD = D` along the path, `G` is trace-symmetric at `t` and `FDS = SDF` at
`t`, the energy derivative is `tr(h'D) + tr(G'(D)D)/2 - tr(DFD S')`. -/
theorem pulay_force (hh : HasMatDerivAt h h' t) (hS : HasMatDerivAt S S' t)
    (hD : HasMatDerivAt D D' t) (hG : ∀ X, HasMatDerivAt (fun s => G s X) (G' X) t)
    (sym : ∀ X Y, (G t X * Y).trace = (X * G t Y).trace)
    (idem : ∀ s, D s * S s * D s = D s)
    (scf : fock (h t) (G t) (D t) * D t * S t = S t * D t * fock (h t) (G t) (D t)) :
    HasDerivAt (fun s => energy (h s) (G s) (D s))
      ((h' * D t).trace + (G' (D t) * D t).trace / 2
        - (D t * fock (h t) (G t) (D t) * D t * S').trace) t := by
  have hR : residual (fock (h t) (G t) (D t)) (D t) (S t) = 0 := sub_eq_zero.mpr scf
  refine (energy_deriv_unconverged hh hS hD hG sym idem).congr_deriv ?_
  rw [hR]
  simp only [Matrix.zero_mul, Matrix.mul_zero, sub_zero, Matrix.trace_zero, add_zero]

/-- Pulay force formula for a fixed trace-symmetric `G`: if `h`, `S` and `D` are differentiable at
`t`, `DSD = D` along the path and `FDS = SDF` at `t`, the energy derivative is
`tr(h'D) - tr(DFD S')`. -/
theorem pulay_force_fixed {G : Matrix n n ℝ →ₗ[ℝ] Matrix n n ℝ}
    (hh : HasMatDerivAt h h' t) (hS : HasMatDerivAt S S' t) (hD : HasMatDerivAt D D' t)
    (sym : ∀ X Y, (G X * Y).trace = (X * G Y).trace)
    (idem : ∀ s, D s * S s * D s = D s)
    (scf : fock (h t) G (D t) * D t * S t = S t * D t * fock (h t) G (D t)) :
    HasDerivAt (fun s => energy (h s) G (D s))
      ((h' * D t).trace - (D t * fock (h t) G (D t) * D t * S').trace) t := by
  have hG : ∀ X, HasMatDerivAt (fun _ => G X)
      ((0 : Matrix n n ℝ →ₗ[ℝ] Matrix n n ℝ) X) t :=
    fun X i j => hasDerivAt_const t (G X i j)
  refine (pulay_force (G := fun _ => G) hh hS hD hG sym idem scf).congr_deriv ?_
  simp only [LinearMap.zero_apply, Matrix.zero_mul, Matrix.trace_zero, zero_div, add_zero]
```

The first proof substitutes `hR`; the second takes $G'=0$.

If `scf` fails, so can the formula. Keep the rotating projector and $S=1$, but take $G=0$ and $h$ with zero diagonal and off-diagonal entries 1. Then $E=\sin 2s$ has slope 2 at $t=0$, and the formula gives 0.

Occupied orbitals $C$ with $FC=SC\varepsilon$ and $C^TSC=1$ supply the condition when $F$ and $S$ are symmetric. Multiplying by $C^T$ gives $\varepsilon=C^TFC$, which is symmetric, and transposing gives $C^TF=\varepsilon C^TS$. With $D=CC^T$,

$$FDS=SC\varepsilon C^TS=SDF,\qquad DFD=C(C^TFC)C^T=C\varepsilon C^T.$$

```lean
/-- For symmetric `F` and `S`, orbitals with `FC = SCε` and `CᵀSC = 1` give a density
`D = CCᵀ` with `FDS = SDF`, and `DFD` is the energy-weighted density `CεCᵀ`. -/
theorem roothaan_density {m : Type*} [Fintype m] [DecidableEq m] {F S : Matrix n n ℝ}
    {C : Matrix n m ℝ} {ε : Matrix m m ℝ} (hF : Fᵀ = F) (hS : Sᵀ = S)
    (hC : Cᵀ * S * C = 1) (hFC : F * C = S * C * ε) :
    F * (C * Cᵀ) * S = S * (C * Cᵀ) * F ∧ (C * Cᵀ) * F * (C * Cᵀ) = C * ε * Cᵀ := by
  have hε : Cᵀ * F * C = ε := by
    rw [Matrix.mul_assoc, hFC, ← Matrix.mul_assoc, ← Matrix.mul_assoc, hC, Matrix.one_mul]
  have hεT : εᵀ = ε := by
    rw [← hε]
    simp only [Matrix.transpose_mul, Matrix.transpose_transpose, hF, Matrix.mul_assoc]
  -- the transposed Roothaan equation
  have hCF : Cᵀ * F = ε * Cᵀ * S := by
    have h1 := congrArg Matrix.transpose hFC
    simpa only [Matrix.transpose_mul, hF, hS, hεT, Matrix.mul_assoc] using h1
  constructor
  · calc F * (C * Cᵀ) * S = (F * C) * Cᵀ * S := by simp only [Matrix.mul_assoc]
      _ = S * C * (ε * Cᵀ * S) := by rw [hFC]; simp only [Matrix.mul_assoc]
      _ = S * (C * Cᵀ) * F := by rw [← hCF]; simp only [Matrix.mul_assoc]
  · calc (C * Cᵀ) * F * (C * Cᵀ) = C * (Cᵀ * F * C) * Cᵀ := by simp only [Matrix.mul_assoc]
      _ = _ := by rw [hε]
```

The proof follows these lines through `hε`, `hεT` and `hCF`. The matrix $C\varepsilon C^T$ is the energy-weighted density used in Hartree–Fock gradients; `ε` need not be diagonal.

To apply the formula to a real molecule, one must still identify $h$, $S$ and $G$ with its actual integrals and check that these and the density have derivatives at $t$.

## Two sites whose basis functions change norm

Let $B$ be the matrix `bond`, $S=e^s1$, $D=e^{-s}B$, $G(X)=X$ and $h$ the constant matrix `hop`. Since $hB=-B$ and $B^2=B$,

$$E=-e^{-s}+\tfrac12e^{-2s},\qquad E'=e^{-s}-e^{-2s}.$$

At $t=\ln2$ this slope is $\tfrac14$. There $S=S'=2\cdot1$, $D=B/2$ and $DFD=-B/8$, so $-\operatorname{tr}(DFDS')=\tfrac14$ as well. Differentiating only $h$ would give 0. This is an algebraic test, not a physical model: if the basis functions of a real system merely changed norm, $h$ and $G$ would be rescaled too and $E$ would stay constant.

```lean
/-- The projector on the even combination of two sites. -/
def bond : Matrix (Fin 2) (Fin 2) ℝ := !![1/2, 1/2; 1/2, 1/2]

/-- The hopping Hamiltonian of two sites. -/
def hop : Matrix (Fin 2) (Fin 2) ℝ := !![0, -1; -1, 0]

/-- Two sites with `h = hop`, `S = exp(s) 1`, `D = exp(-s) bond` and `G(X) = X` meet the
hypotheses of the Pulay formula at every `t`. -/
theorem pulay_force_witness (t : ℝ) :
    HasMatDerivAt (fun _ => hop) 0 t ∧
    HasMatDerivAt (fun s => Real.exp s • (1 : Matrix (Fin 2) (Fin 2) ℝ)) (Real.exp t • 1) t ∧
    HasMatDerivAt (fun s => Real.exp (-s) • bond) ((-Real.exp (-t)) • bond) t ∧
    (∀ X Y : Matrix (Fin 2) (Fin 2) ℝ, ((LinearMap.id : _ →ₗ[ℝ] _) X * Y).trace
      = (X * (LinearMap.id : _ →ₗ[ℝ] _) Y).trace) ∧
    (∀ s : ℝ, (Real.exp (-s) • bond) * (Real.exp s • 1) * (Real.exp (-s) • bond)
      = Real.exp (-s) • bond) ∧
    fock hop LinearMap.id (Real.exp (-t) • bond) * (Real.exp (-t) • bond) * (Real.exp t • 1)
      = (Real.exp t • 1) * (Real.exp (-t) • bond)
        * fock hop LinearMap.id (Real.exp (-t) • bond) := by
  have hb : bond * bond = bond := by
    ext i j
    fin_cases i <;> fin_cases j <;>
      norm_num [bond, Matrix.mul_apply, Fin.sum_univ_succ]
  have h1 : hop * bond = -bond := by
    ext i j
    fin_cases i <;> fin_cases j <;>
      norm_num [bond, hop, Matrix.mul_apply, Fin.sum_univ_succ]
  have h2 : bond * hop = -bond := by
    ext i j
    fin_cases i <;> fin_cases j <;>
      norm_num [bond, hop, Matrix.mul_apply, Fin.sum_univ_succ]
  refine ⟨fun i j => hasDerivAt_const t (hop i j), ?_, ?_, fun X Y => rfl, ?_, ?_⟩
  · intro i j
    simp only [Matrix.smul_apply, smul_eq_mul]
    exact (Real.hasDerivAt_exp t).mul_const _
  · intro i j
    have he : HasDerivAt (fun s : ℝ => Real.exp (-s)) (-Real.exp (-t)) t := by
      simpa using (hasDerivAt_neg t).exp
    simp only [Matrix.smul_apply, smul_eq_mul]
    exact he.mul_const _
  · intro s
    have he : Real.exp (-s) * Real.exp s = 1 := by
      rw [← Real.exp_add, neg_add_cancel, Real.exp_zero]
    simp only [Matrix.smul_mul, Matrix.mul_smul, Matrix.mul_one, hb, smul_smul]
    congr 1
    linear_combination Real.exp (-s) * he
  · simp only [fock, LinearMap.id_apply, Matrix.smul_mul, Matrix.mul_smul, Matrix.mul_one,
      Matrix.one_mul, Matrix.add_mul, Matrix.mul_add, h1, h2, hb]
    module

end

end PulayForce
```

The theorem verifies the hypotheses of the fixed-$G$ formula at every $t$: entrywise for the products of `bond` and `hop`, and through $e^{-s}e^s=1$ for the constraint.

```lean
#print axioms PulayForce.pulay_force_fixed
#print axioms PulayForce.roothaan_density
```

```
'PulayForce.pulay_force_fixed' depends on axioms: [propext, Classical.choice, Quot.sound]
'PulayForce.roothaan_density' depends on axioms: [propext, Classical.choice, Quot.sound]
```
